# Convergence of ring-polymer mode frequencies to Matsubara frequencies at fixed mode number

Let β > 0 be the inverse temperature, P ≥ 1 the number of beads and k = 0, 1, 2, … the mode number. With ħ = 1 and spring frequency P/β, the free ring polymer has the mode frequencies

ω_k(P) = 2(P/β) sin(πk/P),

and the nonnegative bosonic Matsubara frequencies are

Ω_k = 2πk/β.

In Lean these are `modeFrequency β P k` and `matsubaraFrequency β k`, with β real and P, k natural numbers. Both formulas are taken as definitions; the first is not derived from the spring energy. Nothing restricts k to k < P, although only those values label distinct modes of the polymer.

The comparison measures how finite bead number distorts the free-polymer spectrum in path-integral simulations; it does not bound errors of thermal averages in a potential.

```lean
import Mathlib

open Real Filter Topology

namespace RingPolymerMatsubara

noncomputable section

/-- Frequency of the `k`-th normal mode of a free ring polymer with `P` beads at inverse
temperature `β`, in units with `ħ = 1`. -/
def modeFrequency (β : ℝ) (P k : ℕ) : ℝ := 2 * (P / β) * Real.sin (π * k / P)

/-- The `k`-th bosonic Matsubara frequency at inverse temperature `β`, in units with `ħ = 1`. -/
def matsubaraFrequency (β : ℝ) (k : ℕ) : ℝ := 2 * π * k / β
```

## (a) Sign from slope

Let f be differentiable on the real line, with f(0) = 0 and f′(y) ≥ 0 for y ≥ 0. Show that, for x ≥ 0,

f(x) ≥ 0.

**Solution.** The case x = 0 is immediate. For x > 0 the mean value theorem gives a c in (0, x) with f(x) = f(x) − f(0) = f′(c)x ≥ 0.

```lean
/-- A function that is differentiable on the real line, vanishes at the origin and has nonnegative
slope on `[0, ∞)` is nonnegative on `[0, ∞)`. -/
theorem nonneg_of_slope_nonneg {f f' : ℝ → ℝ} (hf : ∀ y, HasDerivAt f (f' y) y)
    (h0 : f 0 = 0) (h : ∀ y, 0 ≤ y → 0 ≤ f' y) {x : ℝ} (hx : 0 ≤ x) : 0 ≤ f x := by
  have hm : MonotoneOn f (Set.Ici 0) :=
    monotoneOn_of_deriv_nonneg (convex_Ici 0)
      (fun y _ => (hf y).continuousAt.continuousWithinAt)
      (fun y _ => (hf y).differentiableAt.differentiableWithinAt)
      (fun y hy => by
        rw [(hf y).deriv]
        exact h y (interior_subset hy))
  have h1 := hm (Set.mem_Ici.2 le_rfl) (Set.mem_Ici.2 hx) hx
  linarith
```

The sine bounds below rest on Mathlib's `monotoneOn_of_deriv_nonneg`. It asks for a convex set, continuity on it, and differentiability with nonnegative derivative on its interior. Here the set is `Set.Ici 0`, the half-line [0, ∞). The hypothesis `HasDerivAt f (f' y) y` supplies both regularity conditions and identifies `deriv f y` with the explicit `f' y`, so each later use supplies a derivative formula, the value 0 at the origin and the sign of the slope. Monotonicity between 0 and x then gives the claim.

## (b) A lower bound on the sine

Show that, for x ≥ 0,

x − x³/6 ≤ sin x.

**Solution.** Take f(y) = sin y − y + y³/6. Then f(0) = 0 and f′(y) = cos y − 1 + y²/2. Since 1 − cos y = 2 sin²(y/2) ≤ y²/2, the slope is nonnegative, and (a) applies.

```lean
/-- The sine of a nonnegative angle is at least its cubic Taylor polynomial. -/
theorem cubic_le_sin {x : ℝ} (hx : 0 ≤ x) : x - x ^ 3 / 6 ≤ Real.sin x := by
  have hd : ∀ y : ℝ, HasDerivAt (fun z : ℝ => Real.sin z - z + z ^ 3 / 6)
      (Real.cos y - 1 + y ^ 2 / 2) y := by
    intro y
    have p3 : HasDerivAt (fun z : ℝ => z ^ 3) (3 * y ^ 2) y := by
      simpa using hasDerivAt_pow 3 y
    exact (((Real.hasDerivAt_sin y).fun_sub (hasDerivAt_id' y)).fun_add
      (p3.div_const 6)).congr_deriv (by ring)
  have h : 0 ≤ Real.sin x - x + x ^ 3 / 6 :=
    nonneg_of_slope_nonneg hd (by simp)
      (fun y _ => by linarith [Real.one_sub_sq_div_two_le_cos (x := y)]) hx
  linarith
```

The cosine inequality comes from Mathlib; `hd` records the derivative.

## (c) An upper bound on the sine

Show that, for x ≥ 0,

sin x ≤ x − x³/6 + x⁵/120.

**Solution.** Let g(y) = 1 − y²/2 + y⁴/24 − cos y. Then g(0) = 0 and g′(y) = sin y − y + y³/6 ≥ 0 by (b), so g ≥ 0 on the half-line. Now h(y) = y − y³/6 + y⁵/120 − sin y has h(0) = 0 and h′ = g, so (a) gives h(x) ≥ 0.

```lean
/-- The sine of a nonnegative angle is at most its quintic Taylor polynomial. -/
theorem sin_le_quintic {x : ℝ} (hx : 0 ≤ x) :
    Real.sin x ≤ x - x ^ 3 / 6 + x ^ 5 / 120 := by
  -- first the quartic bound on the cosine, then one more integration
  have hcos : ∀ y : ℝ, 0 ≤ y → 0 ≤ 1 - y ^ 2 / 2 + y ^ 4 / 24 - Real.cos y := by
    intro y hy
    have hd : ∀ y : ℝ, HasDerivAt (fun z : ℝ => 1 - z ^ 2 / 2 + z ^ 4 / 24 - Real.cos z)
        (Real.sin y - y + y ^ 3 / 6) y := by
      intro y
      have p2 : HasDerivAt (fun z : ℝ => z ^ 2) (2 * y) y := by
        simpa using hasDerivAt_pow 2 y
      have p4 : HasDerivAt (fun z : ℝ => z ^ 4) (4 * y ^ 3) y := by
        simpa using hasDerivAt_pow 4 y
      exact ((((p2.div_const 2).const_sub 1).fun_add (p4.div_const 24)).fun_sub
        (Real.hasDerivAt_cos y)).congr_deriv (by ring)
    exact nonneg_of_slope_nonneg hd (by simp)
      (fun z hz => by linarith [cubic_le_sin hz]) hy
  have hd : ∀ y : ℝ, HasDerivAt (fun z : ℝ => z - z ^ 3 / 6 + z ^ 5 / 120 - Real.sin z)
      (1 - y ^ 2 / 2 + y ^ 4 / 24 - Real.cos y) y := by
    intro y
    have p3 : HasDerivAt (fun z : ℝ => z ^ 3) (3 * y ^ 2) y := by
      simpa using hasDerivAt_pow 3 y
    have p5 : HasDerivAt (fun z : ℝ => z ^ 5) (5 * y ^ 4) y := by
      simpa using hasDerivAt_pow 5 y
    exact ((((hasDerivAt_id' y).fun_sub (p3.div_const 6)).fun_add (p5.div_const 120)).fun_sub
      (Real.hasDerivAt_sin y)).congr_deriv (by ring)
  have h : 0 ≤ x - x ^ 3 / 6 + x ^ 5 / 120 - Real.sin x :=
    nonneg_of_slope_nonneg hd (by simp) hcos hx
  linarith
```

The intermediate statement `hcos` is g ≥ 0.

## (d) The frequency gap

Put x = πk/P. Show that

Ω_k − ω_k(P) = 2(P/β)(x − sin x).

**Solution.** Since Px = πk, we have Ω_k = 2(P/β)x. Subtract ω_k(P) = 2(P/β) sin x.

```lean
/-- The gap between the Matsubara and the ring-polymer frequency is `2P/β` times the
difference between the angle `πk/P` and its sine. -/
theorem deficit_eq (β : ℝ) {P : ℕ} (hP : 1 ≤ P) (k : ℕ) :
    matsubaraFrequency β k - modeFrequency β P k
      = 2 * (P / β) * (π * k / P - Real.sin (π * k / P)) := by
  have hP' : (P : ℝ) ≠ 0 := by positivity
  have hc : (P : ℝ) * (π * k / P) = π * k := by field_simp
  unfold matsubaraFrequency modeFrequency
  linear_combination (-(2 / β)) * hc
```

## (e) Error bound and limit

Show that, for every P ≥ 1,

0 ≤ Ω_k − ω_k(P) ≤ (πk)³/(3βP²),

and that ω_k(P) → Ω_k as P → ∞ with β and k fixed.

**Solution.** As x ≥ 0, sin x ≤ x gives the left inequality. By (b), x − sin x ≤ x³/6, so the gap is at most

2(P/β)(πk/P)³/6 = (πk)³/(3βP²).

This tends to 0, and squeezing gives the limit.

```lean
/-- For every number of beads `P ≥ 1` the ring-polymer frequency is at most the Matsubara frequency
and differs from it by at most `(πk)³/(3βP²)`; it converges to the Matsubara frequency as the number
of beads grows. -/
theorem modeFrequency_matsubara {β : ℝ} (hβ : 0 < β) (k : ℕ) :
    (∀ P : ℕ, 1 ≤ P → modeFrequency β P k ≤ matsubaraFrequency β k ∧
      matsubaraFrequency β k - modeFrequency β P k ≤ (π * k) ^ 3 / (3 * β * P ^ 2)) ∧
    Tendsto (fun P : ℕ => modeFrequency β P k) atTop (𝓝 (matsubaraFrequency β k)) := by
  have bounds : ∀ P : ℕ, 1 ≤ P → modeFrequency β P k ≤ matsubaraFrequency β k ∧
      matsubaraFrequency β k - modeFrequency β P k ≤ (π * k) ^ 3 / (3 * β * P ^ 2) := by
    intro P hP
    have hP' : (0 : ℝ) < P := by positivity
    have hx : 0 ≤ π * k / P := by positivity
    have hc : 0 ≤ 2 * (P / β) := by positivity
    have hd := deficit_eq β hP k
    constructor
    · have := mul_nonneg hc (sub_nonneg.2 (Real.sin_le hx))
      linarith
    · rw [hd]
      calc 2 * (P / β) * (π * k / P - Real.sin (π * k / P))
          ≤ 2 * (P / β) * ((π * k / P) ^ 3 / 6) :=
            mul_le_mul_of_nonneg_left (by linarith [cubic_le_sin hx]) hc
        _ = (π * k) ^ 3 / (3 * β * P ^ 2) := by
            field_simp
            ring
  refine ⟨bounds, ?_⟩
  -- squeeze between the error bound and the Matsubara frequency itself
  have h0 : Tendsto (fun P : ℕ => (1 : ℝ) / P) atTop (𝓝 0) :=
    tendsto_one_div_atTop_nhds_zero_nat
  have hl : Tendsto (fun P : ℕ => matsubaraFrequency β k
      - (π * k) ^ 3 / (3 * β) * ((1 : ℝ) / P) ^ 2) atTop (𝓝 (matsubaraFrequency β k)) := by
    simpa using ((h0.pow 2).const_mul ((π * k) ^ 3 / (3 * β))).const_sub (matsubaraFrequency β k)
  refine tendsto_of_tendsto_of_tendsto_of_le_of_le' hl tendsto_const_nhds ?_ ?_
  · filter_upwards [eventually_ge_atTop 1] with P hP
    have e : (π * k) ^ 3 / (3 * β * P ^ 2) = (π * k) ^ 3 / (3 * β) * ((1 : ℝ) / P) ^ 2 := by
      ring
    linarith [(bounds P hP).2]
  · filter_upwards [eventually_ge_atTop 1] with P hP
    exact (bounds P hP).1
```

`Tendsto … atTop (𝓝 …)` is the limit P → ∞. The squeeze needs its inequalities only eventually, so `eventually_ge_atTop 1` excludes P = 0.

## (f) The leading error

Show that, as P → ∞,

P²(Ω_k − ω_k(P)) → (πk)³/(3β).

**Solution.** Part (e) bounds the left side above by the limit. Parts (c) and (d) bound it below by

(πk)³/(3β) − (πk)⁵/(60βP²),

which has the same limit.

```lean
/-- The frequency gap multiplied by `P²` tends to `(πk)³/(3β)` as the number of beads grows. -/
theorem deficit_leading_order {β : ℝ} (hβ : 0 < β) (k : ℕ) :
    Tendsto (fun P : ℕ => (P : ℝ) ^ 2 * (matsubaraFrequency β k - modeFrequency β P k))
      atTop (𝓝 ((π * k) ^ 3 / (3 * β))) := by
  have h0 : Tendsto (fun P : ℕ => (1 : ℝ) / P) atTop (𝓝 0) :=
    tendsto_one_div_atTop_nhds_zero_nat
  have hl : Tendsto (fun P : ℕ => (π * k) ^ 3 / (3 * β)
      - (π * k) ^ 5 / (60 * β) * ((1 : ℝ) / P) ^ 2) atTop (𝓝 ((π * k) ^ 3 / (3 * β))) := by
    simpa using ((h0.pow 2).const_mul ((π * k) ^ 5 / (60 * β))).const_sub ((π * k) ^ 3 / (3 * β))
  refine tendsto_of_tendsto_of_tendsto_of_le_of_le' hl tendsto_const_nhds ?_ ?_
  · filter_upwards [eventually_ge_atTop 1] with P hP
    have hP' : (0 : ℝ) < P := by positivity
    have hx : 0 ≤ π * k / P := by positivity
    rw [deficit_eq β hP k]
    -- the quintic bound on the sine controls the next order
    calc (π * k) ^ 3 / (3 * β) - (π * k) ^ 5 / (60 * β) * ((1 : ℝ) / P) ^ 2
        = (P : ℝ) ^ 2 * (2 * (P / β) * ((π * k / P) ^ 3 / 6 - (π * k / P) ^ 5 / 120)) := by
          field_simp
          ring
      _ ≤ (P : ℝ) ^ 2 * (2 * (P / β) * (π * k / P - Real.sin (π * k / P))) :=
          mul_le_mul_of_nonneg_left
            (mul_le_mul_of_nonneg_left (by linarith [sin_le_quintic hx]) (by positivity))
            (by positivity)
  · filter_upwards [eventually_ge_atTop 1] with P hP
    have hP' : (0 : ℝ) < P := by positivity
    calc (P : ℝ) ^ 2 * (matsubaraFrequency β k - modeFrequency β P k)
        ≤ (P : ℝ) ^ 2 * ((π * k) ^ 3 / (3 * β * P ^ 2)) :=
          mul_le_mul_of_nonneg_left ((modeFrequency_matsubara hβ k).1 P hP).2 (by positivity)
      _ = (π * k) ^ 3 / (3 * β) := by field_simp
```

For k ≥ 1, no smaller constant would therefore serve in (e) for all P.

## (g) Choosing the bead number

Suppose (πk)² ≤ 6εP². Show that

(1 − ε)Ω_k ≤ ω_k(P).

**Solution.** The bound in (e) equals Ω_k(πk)²/(6P²), which is at most εΩ_k.

```lean
/-- If the number of beads satisfies `(πk)² ≤ 6εP²`, the ring-polymer frequency is at least
`1 - ε` times the Matsubara frequency. -/
theorem bead_number_criterion {β ε : ℝ} (hβ : 0 < β) {P : ℕ} (hP : 1 ≤ P) (k : ℕ)
    (h : (π * k) ^ 2 ≤ 6 * ε * P ^ 2) :
    (1 - ε) * matsubaraFrequency β k ≤ modeFrequency β P k := by
  have hP' : (0 : ℝ) < P := by positivity
  have hb := ((modeFrequency_matsubara hβ k).1 P hP).2
  have hr : (π * k) ^ 2 / (6 * (P : ℝ) ^ 2) ≤ ε := by
    rw [div_le_iff₀ (by positivity)]
    linarith
  have hΩ : 0 ≤ matsubaraFrequency β k := by
    unfold matsubaraFrequency
    positivity
  have e : (π * k) ^ 3 / (3 * β * P ^ 2)
      = matsubaraFrequency β k * ((π * k) ^ 2 / (6 * (P : ℝ) ^ 2)) := by
    unfold matsubaraFrequency
    ring
  have hm := mul_le_mul_of_nonneg_left hr hΩ
  linarith
```

For k ≥ 1 this is a relative frequency error of at most ε.

## (h) Mode numbers up to half the bead number

Suppose 2k ≤ P. Show that

(2/π)Ω_k ≤ ω_k(P).

**Solution.** Now 0 ≤ x ≤ π/2, where the sine is concave and lies above its chord: sin x ≥ 2x/π. Multiply by 2(P/β) and use 2(P/β)x = Ω_k.

```lean
/-- For mode numbers up to half the number of beads, the ring-polymer frequency is at least
`2/π` times the Matsubara frequency. -/
theorem two_div_pi_mul_matsubara_le {β : ℝ} (hβ : 0 < β) {P k : ℕ} (hk : 2 * k ≤ P) :
    2 / π * matsubaraFrequency β k ≤ modeFrequency β P k := by
  rcases Nat.eq_zero_or_pos P with h0 | hP
  · have hk0 : k = 0 := by omega
    simp [h0, hk0, matsubaraFrequency, modeFrequency]
  have hP' : (0 : ℝ) < P := by exact_mod_cast hP
  have hk' : 2 * (k : ℝ) ≤ P := by exact_mod_cast hk
  have hx : π * k / P ≤ π / 2 := by
    rw [div_le_div_iff₀ hP' two_pos]
    nlinarith [mul_le_mul_of_nonneg_left hk' Real.pi_pos.le]
  -- the chord of the sine on the first quarter period
  calc 2 / π * matsubaraFrequency β k = 2 * (P / β) * (2 / π * (π * k / P)) := by
        unfold matsubaraFrequency
        field_simp
    _ ≤ modeFrequency β P k :=
        mul_le_mul_of_nonneg_left (Real.mul_le_sin (by positivity) hx) (by positivity)
```

`Real.mul_le_sin` is the chord inequality. Lean also admits P = 0, where k = 0 and both sides vanish.

## (i) Two beads per mode number

For k ≥ 1, show that

ω_k(2k) = (2/π)Ω_k.

**Solution.** Here x = π/2, so ω_k(2k) = 2(2k/β) = 4k/β, which is (2/π)(2πk/β). The bound in (h) is attained.

```lean
/-- With `2k` beads the frequency of mode `k` equals `2/π` times the Matsubara frequency. -/
theorem modeFrequency_half (β : ℝ) (k : ℕ) :
    modeFrequency β (2 * k) k = 2 / π * matsubaraFrequency β k := by
  rcases Nat.eq_zero_or_pos k with h0 | hk
  · simp [h0, matsubaraFrequency, modeFrequency]
  have hk' : (k : ℝ) ≠ 0 := by positivity
  have e : π * k / ((2 * k : ℕ) : ℝ) = π / 2 := by
    push_cast
    field_simp
  have hp : π * π⁻¹ = 1 := mul_inv_cancel₀ Real.pi_ne_zero
  unfold modeFrequency matsubaraFrequency
  rw [e, Real.sin_pi_div_two]
  push_cast
  linear_combination (-(4 * k / β)) * hp

end

end RingPolymerMatsubara
```

```lean
#print axioms RingPolymerMatsubara.modeFrequency_matsubara
-- 'RingPolymerMatsubara.modeFrequency_matsubara' depends on axioms: [propext, Classical.choice, Quot.sound]
#print axioms RingPolymerMatsubara.deficit_leading_order
-- 'RingPolymerMatsubara.deficit_leading_order' depends on axioms: [propext, Classical.choice, Quot.sound]
#print axioms RingPolymerMatsubara.two_div_pi_mul_matsubara_le
-- 'RingPolymerMatsubara.two_div_pi_mul_matsubara_le' depends on axioms: [propext, Classical.choice, Quot.sound]
#print axioms RingPolymerMatsubara.modeFrequency_half
-- 'RingPolymerMatsubara.modeFrequency_half' depends on axioms: [propext, Classical.choice, Quot.sound]
```
